# A quadratic Cayley-Hamilton identity for the matrix of gl(2) generators

The 2 by 2 matrix E of gl(2) generators satisfies a quadratic equation, although its entries do not commute:

E² − (N + 1)E + D·1 = 0, with N = E₀₀ + E₁₁ and D = (E₀₀ + 1)E₁₁ − E₁₀E₀₁.

Here Eᵢⱼ moves a particle from orbital j to orbital i, and N and D multiply matrix entries from the left. I can make this plausible by analogy with ordinary matrices, but the operator ordering and the extra 1 worry me. Can it be proved rigorously from the commutation relations alone, and checked in Lean?

## The four entries, worked out from the commutators

Yes, and in any ring. The only input is

[Eᵢⱼ, Eₖₗ] = δⱼₖEᵢₗ − δᵢₗEₖⱼ.

Four cases are needed:

[E₀₀, E₁₁] = 0, [E₀₁, E₁₀] = E₀₀ − E₁₁, [E₀₁, E₁₁] = E₀₁, [E₁₀, E₀₀] = E₁₀.

Write out each entry of the left-hand side and cancel equal products.

Entry 00: [E₀₀, E₁₁] + [E₀₁, E₁₀] − E₀₀ + E₁₁ = 0.

Entry 01: E₀₀E₀₁ + E₀₁E₁₁ − (N + 1)E₀₁ = [E₀₁, E₁₁] − E₀₁ = 0.

Entry 10: E₁₀E₀₀ + E₁₁E₁₀ − (N + 1)E₁₀ = [E₁₀, E₀₀] − E₁₀ = 0.

Entry 11: E₁₀E₀₁ + E₁₁² − (N + 1)E₁₁ + D = 0, with no commutator needed.

The transpose obeys a different equation, found in the same way:

(Eᵀ)² − (N − 1)Eᵀ + (D − N)·1 = 0.

Multiplying the first identity by Eⁿ from the right keeps the coefficients on the left:

Eⁿ⁺² = (N + 1)Eⁿ⁺¹ − D Eⁿ.

Taking traces gives a recursion for tr Eⁿ. At n = 0, where tr 1 = 2, it yields the quadratic Casimir operator:

Σᵢⱼ EᵢⱼEⱼᵢ = (N + 1)N − 2D.

If N = a + b and D = (a + 1)b are scalars, the quadratic factorises:

E² − (a + b + 1)E + (a + 1)b·1 = (E − (a + 1)·1)(E − b·1) = 0.

These are the values on an irreducible representation with highest weight (a, b), which fixes the particle number and the symmetry type.

The shifts are easily lost by copying the commutative formula. For one particle, Eᵢⱼ is the matrix unit eᵢⱼ, so E² = 2E, N = 1 and D = 0. Without the 1 in N + 1, entry 01 would leave e₀₁ instead of zero.

## What the Lean statements say

`A` is any ring with unit, and `E : Matrix (Fin 2) (Fin 2) A` is a matrix whose entries are operators. `IsGL2 E` states the commutation relations, `totalNumber E` is N, and `shiftedDet E` is D. The symbol `•` multiplies every entry from the left.

No Hilbert space, adjoint or particle statistics enters. The identity therefore applies to the spin-summed excitation operators of two orthonormal orbitals, which satisfy these relations whatever the electron number.

In `characteristic_factorization`, `a` and `b` lie in a commutative ring `K` over which `A` is an algebra. The scalar values of N and D are hypotheses there, not consequences of `IsGL2`. `matrixUnits_witness` verifies the relations and these values for one particle, with a = 1 and b = 0.

```lean
import Mathlib

open Matrix

namespace GL2CayleyHamilton

variable {A : Type*} [Ring A]

/-- The commutation relations of the gl(2) generators `E i j`, which move a particle from
orbital `j` to orbital `i`. -/
def IsGL2 (E : Matrix (Fin 2) (Fin 2) A) : Prop :=
  ∀ i j k l, E i j * E k l - E k l * E i j =
    (if j = k then E i l else 0) - (if i = l then E k j else 0)

/-- The total number operator, the sum of the two diagonal generators. -/
def totalNumber (E : Matrix (Fin 2) (Fin 2) A) : A := E 0 0 + E 1 1

/-- The ordered determinant of the generators, with the first diagonal entry shifted by one. -/
def shiftedDet (E : Matrix (Fin 2) (Fin 2) A) : A :=
  (E 0 0 + 1) * E 1 1 - E 1 0 * E 0 1

/-- **Noncommutative Cayley-Hamilton identity.** The matrix of gl(2) generators satisfies a
quadratic equation whose coefficients are the shifted number operator and the shifted
determinant, multiplying from the left. -/
theorem cayley_hamilton {E : Matrix (Fin 2) (Fin 2) A} (h : IsGL2 E) :
    E ^ 2 - (totalNumber E + 1) • E
      + shiftedDet E • (1 : Matrix (Fin 2) (Fin 2) A) = 0 := by
  have h1 : E 0 0 * E 1 1 - E 1 1 * E 0 0 = 0 := by simpa using h 0 0 1 1
  have h2 : E 0 1 * E 1 0 - E 1 0 * E 0 1 = E 0 0 - E 1 1 := by simpa using h 0 1 1 0
  have h3 : E 0 1 * E 1 1 - E 1 1 * E 0 1 = E 0 1 := by simpa using h 0 1 1 1
  have h4 : E 1 0 * E 0 0 - E 0 0 * E 1 0 = E 1 0 := by simpa using h 1 0 0 0
  -- compare the four entries; three follow from the commutators, the last cancels by itself
  refine Matrix.ext fun i j => ?_
  revert i j
  simp only [Fin.forall_fin_two, pow_two, Matrix.add_apply, Matrix.sub_apply,
    Matrix.smul_apply, Matrix.mul_apply, Fin.sum_univ_two, smul_eq_mul, Matrix.one_apply,
    Matrix.zero_apply, zero_ne_one, one_ne_zero, if_true, if_false, mul_one, mul_zero,
    totalNumber, shiftedDet]
  refine ⟨⟨?_, ?_⟩, ?_, ?_⟩
  · linear_combination (norm := noncomm_ring) h1 + h2
  · linear_combination (norm := noncomm_ring) h3
  · linear_combination (norm := noncomm_ring) h4
  · noncomm_ring

/-- The transposed matrix of generators satisfies a quadratic equation of its own, in which the
number operator is shifted down by one and the determinant is lowered by the number operator. -/
theorem cayley_hamilton_transpose {E : Matrix (Fin 2) (Fin 2) A} (h : IsGL2 E) :
    Eᵀ ^ 2 - (totalNumber E - 1) • Eᵀ
      + (shiftedDet E - totalNumber E) • (1 : Matrix (Fin 2) (Fin 2) A) = 0 := by
  have h1 : E 0 0 * E 1 1 - E 1 1 * E 0 0 = 0 := by simpa using h 0 0 1 1
  have h2 : E 0 1 * E 1 0 - E 1 0 * E 0 1 = E 0 0 - E 1 1 := by simpa using h 0 1 1 0
  have h5 : E 0 1 * E 0 0 - E 0 0 * E 0 1 = -E 0 1 := by simpa using h 0 1 0 0
  have h6 : E 1 0 * E 1 1 - E 1 1 * E 1 0 = -E 1 0 := by simpa using h 1 0 1 1
  refine Matrix.ext fun i j => ?_
  revert i j
  simp only [Fin.forall_fin_two, pow_two, Matrix.add_apply, Matrix.sub_apply,
    Matrix.smul_apply, Matrix.mul_apply, Matrix.transpose_apply, Fin.sum_univ_two,
    smul_eq_mul, Matrix.one_apply, Matrix.zero_apply, zero_ne_one, one_ne_zero, if_true,
    if_false, mul_one, mul_zero, totalNumber, shiftedDet]
  refine ⟨⟨?_, ?_⟩, ?_, ?_⟩
  · linear_combination (norm := noncomm_ring) h1
  · linear_combination (norm := noncomm_ring) h6
  · linear_combination (norm := noncomm_ring) h5
  · linear_combination (norm := noncomm_ring) h2

/-- Each power of the generator matrix from the second on is a combination of the two
preceding powers, with coefficients multiplying from the left. -/
theorem pow_recursion {E : Matrix (Fin 2) (Fin 2) A} (h : IsGL2 E) (n : ℕ) :
    E ^ (n + 2) = (totalNumber E + 1) • E ^ (n + 1) - shiftedDet E • E ^ n := by
  have hE := cayley_hamilton h
  rw [sub_add, sub_eq_zero] at hE
  -- multiply the quadratic equation by a power of E from the right
  calc E ^ (n + 2) = E ^ 2 * E ^ n := by rw [← pow_add, add_comm]
    _ = (totalNumber E + 1) • E ^ (n + 1) - shiftedDet E • E ^ n := by
      rw [hE, sub_mul, Matrix.smul_mul, Matrix.smul_mul, one_mul, ← pow_succ']

/-- The traces of the powers of the generator matrix obey a two-term recursion. -/
theorem trace_recursion {E : Matrix (Fin 2) (Fin 2) A} (h : IsGL2 E) (n : ℕ) :
    (E ^ (n + 2)).trace =
      (totalNumber E + 1) * (E ^ (n + 1)).trace - shiftedDet E * (E ^ n).trace := by
  rw [pow_recursion h n]
  simp only [Matrix.trace_sub, Matrix.trace_smul, smul_eq_mul]

/-- The quadratic Casimir operator, the sum of all products `E i j * E j i`, expressed through
the number operator and the shifted determinant. -/
theorem quadratic_casimir {E : Matrix (Fin 2) (Fin 2) A} (h : IsGL2 E) :
    ∑ i, ∑ j, E i j * E j i =
      (totalNumber E + 1) * totalNumber E - 2 * shiftedDet E := by
  have h1 : E 0 0 * E 1 1 - E 1 1 * E 0 0 = 0 := by simpa using h 0 0 1 1
  have h2 : E 0 1 * E 1 0 - E 1 0 * E 0 1 = E 0 0 - E 1 1 := by simpa using h 0 1 1 0
  simp only [Fin.sum_univ_two, totalNumber, shiftedDet]
  linear_combination (norm := noncomm_ring) h1 + h2

/-- If the number operator and the shifted determinant are the scalars `a + b` and
`(a + 1) * b`, the quadratic equation splits into two linear factors. -/
theorem characteristic_factorization {K : Type*} [CommRing K] [Algebra K A]
    {E : Matrix (Fin 2) (Fin 2) A} (h : IsGL2 E) (a b : K)
    (hN : totalNumber E = algebraMap K A (a + b))
    (hD : shiftedDet E = algebraMap K A ((a + 1) * b)) :
    (E - (a + 1) • (1 : Matrix (Fin 2) (Fin 2) A)) * (E - b • 1) = 0 := by
  have hc : ∀ (r : K) (M : Matrix (Fin 2) (Fin 2) A), algebraMap K A r • M = r • M :=
    fun r M => algebraMap_smul A r M
  have hE := cayley_hamilton h
  rw [hN, hD, add_smul, one_smul, hc, hc, pow_two] at hE
  -- expand the product and recognise the quadratic equation
  simp only [sub_mul, mul_sub, smul_mul_assoc, mul_smul_comm, one_mul, mul_one]
  linear_combination (norm := module) hE

/-- The matrix units, which represent the generators on one particle in two orbitals. -/
def matrixUnits : Matrix (Fin 2) (Fin 2) (Matrix (Fin 2) (Fin 2) ℂ) :=
  fun i j => Matrix.single i j 1

/-- The matrix units satisfy the gl(2) relations, and their number operator and shifted
determinant are the scalars `a + b` and `(a + 1) * b` with `a = 1` and `b = 0`. -/
theorem matrixUnits_witness :
    IsGL2 matrixUnits ∧
    totalNumber matrixUnits = algebraMap ℂ (Matrix (Fin 2) (Fin 2) ℂ) (1 + 0) ∧
    shiftedDet matrixUnits = algebraMap ℂ (Matrix (Fin 2) (Fin 2) ℂ) ((1 + 1) * 0) := by
  refine ⟨?_, ?_, ?_⟩
  · intro i j k l
    ext p q
    fin_cases i <;> fin_cases j <;> fin_cases k <;> fin_cases l <;>
      fin_cases p <;> fin_cases q <;>
      simp [matrixUnits]
  · ext p q
    fin_cases p <;> fin_cases q <;>
      simp [totalNumber, matrixUnits]
  · ext p q
    fin_cases p <;> fin_cases q <;>
      simp [shiftedDet, matrixUnits, Matrix.mul_apply, Matrix.single_apply, Matrix.one_apply]

end GL2CayleyHamilton
```

```lean
#print axioms GL2CayleyHamilton.cayley_hamilton
#print axioms GL2CayleyHamilton.trace_recursion
#print axioms GL2CayleyHamilton.quadratic_casimir
#print axioms GL2CayleyHamilton.characteristic_factorization
```

```
'GL2CayleyHamilton.cayley_hamilton' depends on axioms: [propext, Classical.choice, Quot.sound]
'GL2CayleyHamilton.trace_recursion' depends on axioms: [propext, Classical.choice, Quot.sound]
'GL2CayleyHamilton.quadratic_casimir' depends on axioms: [propext, Classical.choice, Quot.sound]
'GL2CayleyHamilton.characteristic_factorization' depends on axioms: [propext, Classical.choice, Quot.sound]
```

## How the proof follows the calculation

In `cayley_hamilton`, `h1` to `h4` are the four commutators, obtained by inserting indices into `h`. `Matrix.ext` and `Fin.forall_fin_two` split the matrix equation into its four entries, and `simp only` writes out the products.

The proof then turns on `linear_combination (norm := noncomm_ring)`. The tactic subtracts the named equations from the goal and asks a normaliser to show that nothing remains. Its default normaliser, `ring1`, works in commutative rings; `noncomm_ring` preserves the order of factors. Thus `h1 + h2` settles entry 00, `h3` entry 01 and `h4` entry 10, while entry 11 needs only `noncomm_ring`.

`cayley_hamilton_transpose` repeats this with the commutators the transpose requires. `pow_recursion` multiplies by `E ^ n` from the right, and `trace_recursion` takes the trace. `quadratic_casimir` is proved directly from `h1 + h2`. For the factorisation, `hc` turns left multiplication by an embedded scalar into the action of `K`; the product is then expanded and matched to the quadratic by `module`. The witness is checked entry by entry.
